# A commutator bound on the first-order Trotter error for finite matrices

A chain of spins in a transverse field has a Hamiltonian H = H₁ + H₂, where H₁ couples neighbouring z-components and H₂ contains the field along x. Each part is easy to exponentiate, but because H₁ and H₂ do not commute, the product exp(−βH₁) exp(−βH₂) differs from the Boltzmann operator exp(−βH) at inverse temperature β. Trotter splitting approximates exp(−βH) by n alternating slices. How large is the error?

Let A and B be complex square matrices, n ≥ 1, and ‖·‖ the Euclidean operator norm (the largest singular value). Then

‖exp(A+B) − (exp(A/n) exp(B/n))ⁿ‖ ≤ ‖AB − BA‖ exp(‖A‖+‖B‖) / (2n).

Thermal operators correspond to A = −βH₁, B = −βH₂, and real-time evolution to A = −itH₁/ħ, B = −itH₂/ħ. The matrices need not be Hermitian. The theorem here covers finite matrices only: for particles in continuous space, the passage from a truncated basis to unbounded operators needs a separate argument.

## From one slice to n slices

Write C = AB − BA and E = exp(‖A‖+‖B‖). Since d/ds exp(sA) = A exp(sA), the norm of exp(sA) grows at a relative rate of at most ‖A‖. It starts at no more than 1, so for s ≥ 0

‖exp(sA)‖ ≤ exp(s‖A‖).

Next, move A through exp(sB). The function F(u) = exp(uB) A exp((s−u)B) runs from A exp(sB) at u = 0 to exp(sB) A at u = s, with

F′(u) = −exp(uB) C exp((s−u)B), ‖F′(u)‖ ≤ ‖C‖ exp(s‖B‖).

Integration over u gives

‖A exp(sB) − exp(sB) A‖ ≤ s ‖C‖ exp(s‖B‖).

Now let G(u) = exp(uA) exp(uB) exp((1−u)(A+B)), which runs from exp(A+B) to exp(A) exp(B). The terms containing B cancel in its derivative:

G′(u) = exp(uA) (A exp(uB) − exp(uB) A) exp((1−u)(A+B)).

The previous bounds give ‖G′(u)‖ ≤ u‖C‖E. Integrating u from 0 to 1 produces the factor 1/2:

‖exp(A+B) − exp(A) exp(B)‖ ≤ ‖C‖E/2.

For n slices, set X = exp((A+B)/n), Y = exp(A/n) exp(B/n) and M = exp((‖A‖+‖B‖)/n). Both X and Y have norm at most M, and

Xⁿ − Yⁿ = Σₖ Xᵏ (X − Y) Yⁿ⁻¹⁻ᵏ, k = 0, …, n−1,

so ‖Xⁿ − Yⁿ‖ ≤ n Mⁿ⁻¹ ‖X − Y‖. The commutator of A/n and B/n is C/n², hence ‖X − Y‖ ≤ ‖C‖M/(2n²). Since Mⁿ = E, the product is ‖C‖E/(2n). In real-time evolution with Hermitian H₁ and H₂, every matrix exponential here is unitary and has norm 1, so the same steps give the smaller bound ‖C‖/(2n). The Lean theorem treats general matrices and keeps the factor E.

## A two-by-two example

Take A = [[0,1],[0,0]] and B = [[0,0],[1,0]], written by rows. Then ‖A‖ = ‖B‖ = 1, C = diag(1,−1) and ‖C‖ = 1. The exact exponential has cosh 1 ≈ 1.543 on the diagonal and sinh 1 ≈ 1.175 off it.

- For n = 1 the product is [[2,1],[1,1]]. The error is about 0.573, and the bound is e²/2 ≈ 3.69.
- For n = 2 it is [[1.8125,1.125],[1.125,1.25]]. The error is about 0.298, and the bound is e²/4 ≈ 1.85.

## The bound in Lean

The index type `d` labels the basis states; it is not a dimension. The opened scope `Matrix.Norms.L2Operator` selects the Euclidean operator norm.

```lean
import Mathlib

open Matrix NormedSpace
open scoped Matrix.Norms.L2Operator

namespace TrotterCommutatorBound

noncomputable section

variable {d : Type*} [Fintype d] [DecidableEq d]
```

`evol A s` is exp(sA) with s real. The matrix A carries any factor of −β or −i.

```lean
/-- The one-parameter family `exp (s A)` generated by a complex matrix `A`, for real `s`. -/
def evol (A : Matrix d d ℂ) (s : ℝ) : Matrix d d ℂ := exp ((s : ℂ) • A)
```

The derivative is recorded with the generator on either side, since the interpolations need both forms.

```lean
/-- The family `exp (s A)` solves the linear evolution equation, with the generator
written on the left or on the right. -/
theorem hasDerivAt_evol (A : Matrix d d ℂ) (s : ℝ) :
    HasDerivAt (evol A) (A * evol A s) s ∧ HasDerivAt (evol A) (evol A s * A) s := by
  have : CompleteSpace (Matrix d d ℂ) := FiniteDimensional.complete ℂ _
  have hr : HasDerivAt (fun u : ℝ => (u : ℂ)) 1 s := by
    simpa using (hasDerivAt_id s).ofReal_comp
  have h1 := HasDerivAt.scomp (h := fun u : ℝ => (u : ℂ)) s
    (hasDerivAt_exp_smul_const' A (s : ℂ)) hr
  have h2 := HasDerivAt.scomp (h := fun u : ℝ => (u : ℂ)) s
    (hasDerivAt_exp_smul_const A (s : ℂ)) hr
  rw [one_smul] at h1 h2
  exact ⟨h1, h2⟩

/-- At parameter zero the evolution is the identity. -/
theorem evol_zero (A : Matrix d d ℂ) : evol A 0 = 1 := by
  simp [evol]
```

Grönwall's inequality turns the evolution equation into the norm bound. The case split admits the empty matrix, whose identity has norm 0.

```lean
/-- For `s ≥ 0` the norm of `exp (s A)` is at most `exp (‖A‖ s)`. -/
theorem norm_evol_le (A : Matrix d d ℂ) {s : ℝ} (hs : 0 ≤ s) :
    ‖evol A s‖ ≤ Real.exp (‖A‖ * s) := by
  have h1 : ‖(1 : Matrix d d ℂ)‖ ≤ 1 := by
    rcases isEmpty_or_nonempty d with hd | hd
    · have h0 : (1 : Matrix d d ℂ) = 0 := by
        ext i
        exact isEmptyElim i
      rw [h0, norm_zero]
      exact zero_le_one
    · exact CStarRing.norm_one.le
  have hd := fun u => (hasDerivAt_evol A u).1
  -- Grönwall's inequality for the evolution equation
  have h := norm_le_gronwallBound_of_norm_deriv_right_le (f := evol A)
    (f' := fun u => A * evol A u) (δ := 1) (K := ‖A‖) (ε := 0) (a := 0) (b := s)
    (fun u _ => (hd u).continuousAt.continuousWithinAt)
    (fun u _ => (hd u).hasDerivWithinAt) (by rw [evol_zero]; exact h1)
    (fun u _ => (norm_mul_le _ _).trans_eq (add_zero _).symm) s ⟨hs, le_rfl⟩
  rwa [gronwallBound_ε0, one_mul, sub_zero] at h
```

The function differentiated here is F. Its derivative has a bound independent of u, so a mean-value inequality replaces the integral.

```lean
/-- For `s ≥ 0` the commutator of `A` with `exp (s B)` has norm at most
`‖AB - BA‖ exp (‖B‖ s) s`. -/
theorem norm_commutator_evol_le (A B : Matrix d d ℂ) {s : ℝ} (hs : 0 ≤ s) :
    ‖A * evol B s - evol B s * A‖ ≤ ‖A * B - B * A‖ * Real.exp (‖B‖ * s) * s := by
  -- move `A` through the exponential continuously
  have hd : ∀ u, HasDerivAt (fun u => evol B u * A * evol B (s - u))
      (-(evol B u * (A * B - B * A) * evol B (s - u))) u := by
    intro u
    have h1 := (hasDerivAt_evol B u).2.mul_const A
    have h2 := HasDerivAt.comp_const_sub s u (hasDerivAt_evol B (s - u)).1
    refine (h1.fun_mul h2).congr_deriv ?_
    noncomm_ring
  have hb : ∀ u ∈ Set.Ico 0 s, ‖-(evol B u * (A * B - B * A) * evol B (s - u))‖ ≤
      ‖A * B - B * A‖ * Real.exp (‖B‖ * s) := by
    intro u hu
    have hE : Real.exp (‖B‖ * s) = Real.exp (‖B‖ * u) * Real.exp (‖B‖ * (s - u)) := by
      rw [← Real.exp_add]
      congr 1
      ring
    rw [norm_neg, hE]
    calc _ ≤ ‖evol B u‖ * ‖A * B - B * A‖ * ‖evol B (s - u)‖ := norm_mul₃_le
      _ ≤ Real.exp (‖B‖ * u) * ‖A * B - B * A‖ * Real.exp (‖B‖ * (s - u)) := by
        gcongr
        · exact norm_evol_le B hu.1
        · exact norm_evol_le B (sub_nonneg.2 hu.2.le)
      _ = _ := by ring
  have h := norm_image_sub_le_of_norm_deriv_le_segment'
    (fun u _ => (hd u).hasDerivWithinAt) hb s ⟨hs, le_rfl⟩
  simp only [sub_self, sub_zero, evol_zero, mul_one, one_mul] at h
  rwa [norm_sub_rev]
```

For G the derivative bound grows with u. Lean therefore compares the norm of G(u) − exp(A+B) with u²/2 · ‖C‖E, whose derivative is u‖C‖E. The named argument `B :=` is this comparison function, not the matrix B.

```lean
/-- Splitting a single exponential costs at most half the commutator norm times
`exp (‖A‖ + ‖B‖)`. -/
theorem norm_single_step_le (A B : Matrix d d ℂ) :
    ‖exp (A + B) - exp A * exp B‖ ≤ ‖A * B - B * A‖ * Real.exp (‖A‖ + ‖B‖) / 2 := by
  -- interpolate between the joint and the split exponential
  have hd : ∀ u, HasDerivAt
      (fun u => evol A u * evol B u * evol (A + B) (1 - u) - evol (A + B) 1)
      (evol A u * (A * evol B u - evol B u * A) * evol (A + B) (1 - u)) u := by
    intro u
    have h1 := (hasDerivAt_evol A u).2.fun_mul (hasDerivAt_evol B u).2
    have h2 := HasDerivAt.comp_const_sub 1 u (hasDerivAt_evol (A + B) (1 - u)).1
    refine ((h1.fun_mul h2).sub_const _).congr_deriv ?_
    noncomm_ring
  have h := image_norm_le_of_norm_deriv_right_le_deriv_boundary (a := 0) (b := 1)
    (B := fun u => u ^ 2 / 2 * (‖A * B - B * A‖ * Real.exp (‖A‖ + ‖B‖)))
    (B' := fun u => u * (‖A * B - B * A‖ * Real.exp (‖A‖ + ‖B‖)))
    (fun u _ => (hd u).continuousAt.continuousWithinAt)
    (fun u _ => (hd u).hasDerivWithinAt) (by simp [evol_zero])
    (fun u => (((hasDerivAt_pow 2 u).div_const 2).mul_const _).congr_deriv
      (by norm_num))
    (fun u hu => by
      have hu1 : 0 ≤ 1 - u := sub_nonneg.2 hu.2.le
      have hu0 : 0 ≤ u := hu.1
      have hC : ‖evol (A + B) (1 - u)‖ ≤ Real.exp ((‖A‖ + ‖B‖) * (1 - u)) :=
        (norm_evol_le _ hu1).trans (Real.exp_le_exp.2
          (mul_le_mul_of_nonneg_right (norm_add_le A B) hu1))
      have hE : Real.exp (‖A‖ * u) * Real.exp (‖B‖ * u) *
          Real.exp ((‖A‖ + ‖B‖) * (1 - u)) = Real.exp (‖A‖ + ‖B‖) := by
        rw [← Real.exp_add, ← Real.exp_add]
        congr 1
        ring
      calc _ ≤ ‖evol A u‖ * ‖A * evol B u - evol B u * A‖ * ‖evol (A + B) (1 - u)‖ :=
            norm_mul₃_le
        _ ≤ Real.exp (‖A‖ * u) * (‖A * B - B * A‖ * Real.exp (‖B‖ * u) * u) *
            Real.exp ((‖A‖ + ‖B‖) * (1 - u)) := by
          gcongr
          · exact norm_evol_le A hu0
          · exact norm_commutator_evol_le A B hu0
        _ = _ := by rw [← hE]; ring)
    (⟨zero_le_one, le_rfl⟩ : (1 : ℝ) ∈ Set.Icc 0 1)
  simp only [sub_self, evol_zero, mul_one] at h
  simp only [evol, Complex.ofReal_one, one_smul] at h
  rw [norm_sub_rev]
  linarith
```

The telescoping estimate is proved by induction, peeling off one factor at a time. Its exponent `m + 1` is the number of slices.

```lean
/-- Errors of repeated steps add up: if `X` and `Y` have norm at most `M`, their powers
of order `m + 1` differ by at most `(m + 1) M^m ‖X - Y‖`. -/
theorem norm_pow_sub_pow_le {X Y : Matrix d d ℂ} {M : ℝ} (hX : ‖X‖ ≤ M) (hY : ‖Y‖ ≤ M)
    (m : ℕ) : ‖X ^ (m + 1) - Y ^ (m + 1)‖ ≤ (m + 1) * M ^ m * ‖X - Y‖ := by
  have hM : 0 ≤ M := (norm_nonneg X).trans hX
  induction m with
  | zero => simp
  | succ m ih =>
    have hp : ‖X ^ (m + 1)‖ ≤ M ^ (m + 1) :=
      (norm_pow_le' X m.succ_pos).trans (pow_le_pow_left₀ (norm_nonneg X) hX _)
    have e : X ^ (m + 1 + 1) - Y ^ (m + 1 + 1) =
        X ^ (m + 1) * (X - Y) + (X ^ (m + 1) - Y ^ (m + 1)) * Y := by
      rw [pow_succ X (m + 1), pow_succ Y (m + 1), mul_sub, sub_mul]
      abel
    rw [e]
    calc _ ≤ ‖X ^ (m + 1)‖ * ‖X - Y‖ + ‖X ^ (m + 1) - Y ^ (m + 1)‖ * ‖Y‖ :=
          (norm_add_le _ _).trans (add_le_add (norm_mul_le _ _) (norm_mul_le _ _))
      _ ≤ M ^ (m + 1) * ‖X - Y‖ + ((m + 1) * M ^ m * ‖X - Y‖) * M := by gcongr
      _ = _ := by push_cast; ring
```

In the final theorem `(n : ℂ)⁻¹ • A` is A/n, and `hn` requires at least one slice. The proof writes n = m + 1; `hcomm` supplies the factor 1/n², and `hM` collects the exponentials into E.

```lean
/-- Trotter error with commutator scaling: for complex square matrices and `n ≥ 1` slices,
the operator-norm error is at most `‖AB - BA‖ exp (‖A‖ + ‖B‖) / (2n)`. -/
theorem trotter_error_le (A B : Matrix d d ℂ) {n : ℕ} (hn : 1 ≤ n) :
    ‖exp (A + B) - (exp ((n : ℂ)⁻¹ • A) * exp ((n : ℂ)⁻¹ • B)) ^ n‖ ≤
      ‖A * B - B * A‖ * Real.exp (‖A‖ + ‖B‖) / (2 * n) := by
  obtain ⟨m, rfl⟩ : ∃ m, n = m + 1 := ⟨n - 1, by omega⟩
  have hc : ((m + 1 : ℕ) : ℂ) ≠ 0 := Nat.cast_ne_zero.2 m.succ_ne_zero
  have hr : ((m + 1 : ℕ) : ℝ) ≠ 0 := Nat.cast_ne_zero.2 m.succ_ne_zero
  set c : ℂ := ((m + 1 : ℕ) : ℂ)⁻¹ with hcdef
  set r : ℝ := ((m + 1 : ℕ) : ℝ)⁻¹ with hrdef
  have hcr : ‖c‖ = r := by rw [hcdef, norm_inv, Complex.norm_natCast]
  have hexp : ∀ Z : Matrix d d ℂ, ‖exp Z‖ ≤ Real.exp ‖Z‖ := fun Z => by
    simpa [evol] using norm_evol_le Z zero_le_one
  have hA : ‖c • A‖ = r * ‖A‖ := by rw [norm_smul, hcr]
  have hB : ‖c • B‖ = r * ‖B‖ := by rw [norm_smul, hcr]
  set M : ℝ := Real.exp (r * ‖A‖ + r * ‖B‖) with hMdef
  have hX : ‖exp (c • A + c • B)‖ ≤ M :=
    (hexp _).trans (Real.exp_le_exp.2 ((norm_add_le _ _).trans_eq (by rw [hA, hB])))
  have hY : ‖exp (c • A) * exp (c • B)‖ ≤ M := by
    rw [hMdef, Real.exp_add, ← hA, ← hB]
    exact (norm_mul_le _ _).trans
      (mul_le_mul (hexp _) (hexp _) (norm_nonneg _) (Real.exp_pos _).le)
  -- the commutator of one slice is smaller by the square of the number of slices
  have hcomm : ‖(c • A) * (c • B) - (c • B) * (c • A)‖ = r ^ 2 * ‖A * B - B * A‖ := by
    have e : (c • A) * (c • B) - (c • B) * (c • A) = (c * c) • (A * B - B * A) := by
      simp only [Matrix.smul_mul, Matrix.mul_smul, smul_smul, smul_sub]
    rw [e, norm_smul, norm_mul, hcr, sq]
  have hstep := norm_single_step_le (c • A) (c • B)
  rw [hcomm, hA, hB, ← hMdef] at hstep
  have hpow : exp (A + B) = exp (c • A + c • B) ^ (m + 1) := by
    rw [← Matrix.exp_nsmul, ← smul_add, ← Nat.cast_smul_eq_nsmul ℂ, smul_smul, hcdef,
      mul_inv_cancel₀ hc, one_smul]
  have hM : M ^ m * M = Real.exp (‖A‖ + ‖B‖) := by
    rw [← pow_succ, hMdef, ← Real.exp_nat_mul, ← mul_add, ← mul_assoc, hrdef,
      mul_inv_cancel₀ hr, one_mul]
  rw [hpow]
  calc _ ≤ (m + 1) * M ^ m * ‖exp (c • A + c • B) - exp (c • A) * exp (c • B)‖ :=
        norm_pow_sub_pow_le hX hY m
    _ ≤ (m + 1) * M ^ m * (r ^ 2 * ‖A * B - B * A‖ * M / 2) := by gcongr
    _ = ((m + 1 : ℕ) : ℝ) * r ^ 2 * ‖A * B - B * A‖ * (M ^ m * M) / 2 := by
        push_cast; ring
    _ = _ := by rw [hM, hrdef]; field_simp

end

end TrotterCommutatorBound
```

```lean
#print axioms TrotterCommutatorBound.trotter_error_le
```

```
'TrotterCommutatorBound.trotter_error_le' depends on axioms: [propext, Classical.choice, Quot.sound]
```

## Slicing the transverse-field chain

In the σᶻ basis, exp(−βH₁/n) is diagonal and exp(−βH₂/n) is a tensor product of two-by-two matrices, one per spin. Inserting that basis between slices turns the trace of the split operator into a sum over n layers of classical spins, a form that some quantum Monte Carlo methods sample. For a finite chain, the operator error before the trace is taken is at most

β² ‖H₁H₂ − H₂H₁‖ exp(β(‖H₁‖+‖H₂‖)) / (2n).

Doubling the number of layers halves this bound, while its exponential factor grows rapidly with β and with the length of the chain. The trace itself converges faster: for a fixed chain and fixed β its error is of order 1/n², because cyclicity lets each slice be replaced by the symmetric product exp(−βH₁/(2n)) exp(−βH₂/n) exp(−βH₁/(2n)) without changing the trace. The Lean theorem does not cover this.
